# For integer j and m, the Racah sum for ⟨j m 2 0 | j m⟩ is (3m² − j(j+1)) / (2 (j−m)! (j+m)!)

The Clebsch–Gordan coefficient ⟨j m 2 0 | j m⟩ couples an angular momentum j to one of rank 2 with projection zero, and Racah's formula writes it as a square-root prefactor times an alternating sum. The theorem `racahSum_quadrupole` concerns the sum alone, and says that it equals (3m² − j(j+1))/2 times 1/((j−m)! (j+m)!). Here j and m are any integers, so half-integer spins are not covered, and the inverse factorial of a negative integer is taken to be zero. The proof writes out the three terms of the sum, uses 1/(n−1)! = n/n! to express them all through the inverse factorials of j − m and j + m, and leaves the remaining polynomial identity to `ring`.

In Lean, a first try:

```lean
import Mathlib

open Finset

namespace RacahSumQuadrupole

noncomputable section

/-- The factorial `n!` as a real number for `0 ≤ n`; negative integers are given the value `1`. -/
def fac (n : ℤ) : ℝ := (n.toNat.factorial : ℝ)

/-- The inverse factorial `1/n!`, equal to zero for negative integers `n`. -/
def invFac (n : ℤ) : ℝ := if n < 0 then 0 else 1 / fac n

/-- The alternating sum in the Racah formula for `⟨j₁ m₁ j₂ m₂ | J m₁+m₂⟩`. -/
def racahSum (j₁ m₁ j₂ m₂ J : ℤ) : ℝ :=
  ∑ k ∈ range ((j₁ + j₂ - J).toNat + 1), (-1 : ℝ) ^ k *
    (invFac k * invFac (j₁ + j₂ - J - k) * invFac (j₁ - m₁ - k) *
      invFac (j₂ + m₂ - k) * invFac (J - j₂ + m₁ + k) * invFac (J - j₁ - m₂ + k))

lemma fac_pos (n : ℤ) : 0 < fac n := by
  unfold fac
  exact_mod_cast Nat.factorial_pos _

lemma fac_two : fac 2 = 2 := by
  rw [fac, show Int.toNat 2 = 2 from rfl]
  norm_num [Nat.factorial]

lemma fac_pred {n : ℤ} (h : 1 ≤ n) : fac n = n * fac (n - 1) := by
  obtain ⟨k, rfl⟩ : ∃ k : ℕ, n = k + 1 := ⟨(n - 1).toNat, by omega⟩
  have h1 : ((k : ℤ) + 1).toNat = k + 1 := by omega
  have h2 : ((k : ℤ) + 1 - 1).toNat = k := by omega
  rw [fac, fac, h1, h2, Nat.factorial_succ]
  push_cast
  ring

/-- Inverse factorials obey `1/(n-1)! = n/n!` for every integer `n`. -/
theorem invFac_pred (n : ℤ) : invFac (n - 1) = n * invFac n := by
  rcases lt_trichotomy n 0 with h | rfl | h
  · rw [invFac, invFac, if_pos (show n - 1 < 0 by omega), if_pos h, mul_zero]
  · simp [invFac]
  · have h1 : (n : ℝ) ≠ 0 := by exact_mod_cast h.ne'
    have h2 := (fac_pos (n - 1)).ne'
    rw [invFac, invFac, if_neg (show ¬ n - 1 < 0 by omega), if_neg (show ¬ n < 0 by omega),
      fac_pred (show 1 ≤ n by omega)]
    field_simp

/-- For `⟨j m 2 0 | j m⟩` the three terms of the Racah sum combine to
`(3m² - j(j+1)) / 2` times the inverse factorials of `j - m` and `j + m`. -/
theorem racahSum_quadrupole (j m : ℤ) :
    racahSum j m 2 0 j =
      (3 * (m : ℝ) ^ 2 - j * (j + 1)) / 2 * (invFac (j - m) * invFac (j + m)) := by
  have h : (j + 2 - j).toNat + 1 = 3 := by omega
  have e1 : ∀ k : ℕ, j + 2 - j - (k : ℤ) = 2 - k := fun k => by ring
  have e2 : ∀ k : ℕ, 2 + 0 - (k : ℤ) = 2 - k := fun k => by ring
  have e3 : ∀ k : ℕ, j - 2 + m + (k : ℤ) = j + m - 2 + k := fun k => by ring
  have e4 : ∀ k : ℕ, j - j - 0 + (k : ℤ) = k := fun k => by ring
  have v0 : invFac 0 = 1 := by norm_num [invFac, fac]
  have v1 : invFac 1 = 1 := by norm_num [invFac, fac]
  have v2 : invFac 2 = 1 / 2 := by norm_num [invFac, fac, Nat.factorial]
  -- lower every inverse factorial to those of `j - m` and `j + m`
  have r : ∀ n : ℤ, invFac (n - 2) = (n - 1) * (n * invFac n) := fun n => by
    rw [show n - 2 = n - 1 - 1 by ring, invFac_pred, invFac_pred]
    push_cast
    ring
  unfold racahSum
  rw [h]
  simp only [e1, e2, e3, e4]
  rw [sum_range_succ, sum_range_succ, sum_range_succ, sum_range_zero]
  simp only [Nat.cast_zero, Nat.cast_one, Nat.cast_ofNat, sub_zero, add_zero, sub_self,
    show (2 : ℤ) - 1 = 1 by norm_num, show j + m - 2 + 1 = j + m - 1 by ring,
    show j + m - 2 + 2 = j + m by ring, v0, v1, v2, r, invFac_pred]
  push_cast
  ring

end

end RacahSumQuadrupole
```

The compiler's answer:

```
Main.lean:60:32: error: unsolved goals
j m : ℤ
h : (j + 2 - j).toNat + 1 = 3
e1 : ∀ (k : ℕ), j + 2 - j - ↑k = 2 - ↑k
e2 : ∀ (k : ℕ), 2 + 0 - ↑k = 2 - ↑k
e3 : ∀ (k : ℕ), j - 2 + m + ↑k = j + m - 2 + ↑k
e4 : ∀ (k : ℕ), j - j - 0 + ↑k = ↑k
v0 : invFac 0 = 1
v1 : invFac 1 = 1
⊢ (↑(Int.toNat 2).factorial)⁻¹ = 1 / 2
```

Cause. The one error is in the auxiliary fact `v2`, that 1/2! is 1/2. `norm_num` unfolded `invFac` and `fac` and disposed of the test for a negative argument, but it stopped at `(↑(Int.toNat 2).factorial)⁻¹ = 1 / 2`. The term `Int.toNat 2`, which turns the integer 2 into a natural number, was left unevaluated. The equations of `Nat.factorial` apply to zero or to a successor, and so they could not be used on it. The corresponding facts for 0 and 1 gave no error.

The repair uses the lemma `fac_two`, already proved in the file, where the missing step `Int.toNat 2 = 2` is supplied by `rfl`. The new proof unfolds `invFac`, picks the nonnegative branch with `if_neg`, and rewrites `fac 2` to 2. Both sides are then `1 / 2`, and `rw` closes the goal by itself.

The reworded comment above `r` is mere tidying.

After these edits no error is left:

```diff
@@ -58,6 +58,7 @@
   have v0 : invFac 0 = 1 := by norm_num [invFac, fac]
   have v1 : invFac 1 = 1 := by norm_num [invFac, fac]
-  have v2 : invFac 2 = 1 / 2 := by norm_num [invFac, fac, Nat.factorial]
-  -- lower every inverse factorial to those of `j - m` and `j + m`
+  have v2 : invFac 2 = 1 / 2 := by
+    rw [invFac, if_neg (show ¬ (2 : ℤ) < 0 by norm_num), fac_two]
+  -- express the inverse factorial of `n - 2` through that of `n`
   have r : ∀ n : ℤ, invFac (n - 2) = (n - 1) * (n * invFac n) := fun n => by
     rw [show n - 2 = n - 1 - 1 by ring, invFac_pred, invFac_pred]
```
